# Finitely many displaced harmonic modes: the golden-rule action has one real stationary point, negative exactly in the inverted regime

Take at least one and finitely many harmonic modes j, with Huang–Rhys factors S_j > 0 and frequencies w_j > 0, at inverse temperature β > 0. Let dG be the reaction energy and λ = ∑ S_j w_j the reorganization energy, in units with ħ = 1. The golden-rule action

φ(τ) = τ dG + ∑ S_j [cosh(βw_j/2) − cosh(w_j(β/2 − τ))] / sinh(βw_j/2)

has exactly one real stationary point τ₀. It lies in (0, β) iff |dG| < λ, is negative iff dG < −λ (the inverted regime), and exceeds β iff dG > λ.

The physical problem is the rate of transfer between two weakly coupled electronic states. Suppose that both states have the same modes and frequencies and differ only in the positions of their minima and in energy. If the coupling doesn't depend on the mode coordinates and the modes start in thermal equilibrium in the reactant state, the golden-rule rate is proportional to the integral of exp(−φ(τ + it)) over real time t, and steepest descent sends the contour through τ₀. For a finite spin-boson bath, the result tells a steepest-descent calculation where to search. The step from τ₀ to a rate remains an approximation, which keeps only the contribution near t = 0. With finitely many modes the full time integral doesn't converge, because of recurrences, so the rate that is approximated is that of a continuous bath in which the integrand decays, or one defined with damping or a cutoff in time.

## The action and its slope

```lean
import Mathlib

open Real

namespace GoldenRuleStationaryPoint

noncomputable section

variable {ι : Type*} [Fintype ι]
```

The finite type `ι` labels the modes.

```lean
/-- The reorganization energy `λ = ∑ S_j w_j` of modes with Huang–Rhys factors `S_j` and
frequencies `w_j`. -/
def reorg (S w : ι → ℝ) : ℝ := ∑ j, S j * w j
```

A function `ι → ℝ` assigns a real number to each mode. `reorg S w` is λ.

```lean
/-- The golden-rule action at imaginary time `τ`, for inverse temperature `β` and reaction
energy `dG`; its domain is `β w_j ≠ 0` for every mode. -/
def action (S w : ι → ℝ) (β dG τ : ℝ) : ℝ :=
  τ * dG + ∑ j, S j * (cosh (β * w j / 2) - cosh (w j * (β / 2 - τ))) / sinh (β * w j / 2)
```

This is φ, a dimensionless action. The "imaginary time" τ is itself a real number here.

```lean
/-- The explicit expression for the slope of the action in imaginary time; its domain is
`β w_j ≠ 0` for every mode. -/
def slope (S w : ι → ℝ) (β dG τ : ℝ) : ℝ :=
  dG + ∑ j, S j * w j * sinh (w j * (β / 2 - τ)) / sinh (β * w j / 2)
```

This is the candidate for the derivative:

φ′(τ) = dG + ∑ S_j w_j sinh(w_j(β/2 − τ)) / sinh(βw_j/2)

```lean
/-- The derivative of the action with respect to imaginary time is `slope`. -/
theorem hasDerivAt_action (S w : ι → ℝ) (β dG τ : ℝ) :
    HasDerivAt (action S w β dG) (slope S w β dG τ) τ := by
  have h : ∀ j ∈ (Finset.univ : Finset ι), HasDerivAt
      (fun t => S j * (cosh (β * w j / 2) - cosh (w j * (β / 2 - t))) / sinh (β * w j / 2))
      (S j * w j * sinh (w j * (β / 2 - τ)) / sinh (β * w j / 2)) τ := by
    intro j _
    have h1 : HasDerivAt (fun t => w j * (β / 2 - t)) (w j * (-1)) τ :=
      ((hasDerivAt_id' τ).const_sub (β / 2)).const_mul (w j)
    have h2 := ((h1.cosh.const_sub (cosh (β * w j / 2))).const_mul (S j)).div_const
      (sinh (β * w j / 2))
    exact h2.congr_deriv (by ring)
  have h0 : HasDerivAt (fun t : ℝ => t * dG) dG τ := by
    simpa using (hasDerivAt_id' τ).mul_const dG
  exact h0.fun_add (HasDerivAt.fun_sum h)
```

`HasDerivAt f d τ` says that f is differentiable at τ with derivative d. By the chain rule, −cosh(w_j(β/2 − τ)) has derivative +w_j sinh(w_j(β/2 − τ)). Lean does this for each mode (`h`), differentiates the linear term (`h0`) and adds.

## Monotonicity, reflection and endpoints

```lean
/-- For at least one mode, with positive Huang–Rhys factors, frequencies and inverse
temperature, the slope of the action strictly decreases with imaginary time. -/
theorem slope_strictAnti [Nonempty ι] {S w : ι → ℝ} {β : ℝ} (hS : ∀ j, 0 < S j)
    (hw : ∀ j, 0 < w j) (hβ : 0 < β) (dG : ℝ) : StrictAnti (slope S w β dG) := by
  intro a b hab
  unfold slope
  have h := Finset.sum_lt_sum_of_nonempty (Finset.univ_nonempty (α := ι))
    (f := fun j => S j * w j * sinh (w j * (β / 2 - b)) / sinh (β * w j / 2))
    (g := fun j => S j * w j * sinh (w j * (β / 2 - a)) / sinh (β * w j / 2)) (by
      intro j _
      have hj := hw j
      have hD : 0 < sinh (β * w j / 2) := Real.sinh_pos_iff.2 (by positivity)
      have hs : sinh (w j * (β / 2 - b)) < sinh (w j * (β / 2 - a)) :=
        Real.sinh_lt_sinh.2 (mul_lt_mul_of_pos_left (by linarith) hj)
      exact div_lt_div_of_pos_right (mul_lt_mul_of_pos_left hs (mul_pos (hS j) hj)) hD)
  linarith
```

If a < b, then w_j(β/2 − b) < w_j(β/2 − a). Since sinh increases and S_j w_j / sinh(βw_j/2) is positive, every term of the sum is smaller at b. With at least one mode, φ′(b) < φ′(a).

```lean
/-- Exchanging reactant and product, `dG → -dG` and `τ → β - τ`, reverses the sign of the
slope. -/
theorem slope_reflect (S w : ι → ℝ) (β dG τ : ℝ) :
    slope S w β (-dG) (β - τ) = -slope S w β dG τ := by
  unfold slope
  rw [neg_add, ← Finset.sum_neg_distrib]
  congr 1
  refine Finset.sum_congr rfl fun j _ => ?_
  rw [show w j * (β / 2 - (β - τ)) = -(w j * (β / 2 - τ)) by ring, Real.sinh_neg]
  ring
```

Replacing τ by β − τ turns β/2 − τ into its negative. As sinh is odd, changing the sign of dG as well reverses the whole slope.

```lean
/-- For positive frequencies and inverse temperature, the slope is `dG + λ` at `τ = 0` and
`dG - λ` at `τ = β`. -/
theorem slope_endpoints {w : ι → ℝ} {β : ℝ} (S : ι → ℝ) (hw : ∀ j, 0 < w j) (hβ : 0 < β)
    (dG : ℝ) : slope S w β dG 0 = dG + reorg S w ∧ slope S w β dG β = dG - reorg S w := by
  have h0 : ∀ e, slope S w β e 0 = e + reorg S w := by
    intro e
    unfold slope reorg
    congr 1
    refine Finset.sum_congr rfl fun j _ => ?_
    have hj := hw j
    have hD : 0 < sinh (β * w j / 2) := Real.sinh_pos_iff.2 (by positivity)
    rw [show w j * (β / 2 - 0) = β * w j / 2 by ring]
    exact mul_div_cancel_right₀ _ hD.ne'
  have h := slope_reflect S w β dG β
  rw [sub_self, h0] at h
  exact ⟨h0 dG, by linarith⟩
```

At τ = 0 the two sinh factors cancel, so φ′(0) = dG + λ. The reflection then gives φ′(β) = dG − λ.

## A zero of the slope

```lean
/-- For at least one mode, with positive Huang–Rhys factors, frequencies and inverse
temperature, the slope of the action vanishes at some real imaginary time. -/
theorem exists_slope_eq_zero [Nonempty ι] {S w : ι → ℝ} {β : ℝ} (hS : ∀ j, 0 < S j)
    (hw : ∀ j, 0 < w j) (hβ : 0 < β) (dG : ℝ) : ∃ τ, slope S w β dG τ = 0 := by
  have hD : ∀ j, 0 < sinh (β * w j / 2) := fun j =>
    Real.sinh_pos_iff.2 (by have := hw j; positivity)
  -- since `x ≤ sinh x` for `0 ≤ x`, the slope grows at least linearly towards negative times
  have hpos : ∀ e, ∃ τ, 0 ≤ slope S w β e τ := by
    intro e
    obtain ⟨c, hc⟩ : ∃ c, c = ∑ j, S j * w j * w j / sinh (β * w j / 2) := ⟨_, rfl⟩
    have hc0 : 0 < c := by
      rw [hc]
      exact Finset.sum_pos (fun j _ => div_pos (mul_pos (mul_pos (hS j) (hw j)) (hw j)) (hD j))
        Finset.univ_nonempty
    obtain ⟨T, hT⟩ : ∃ T, T = |e| / c := ⟨_, rfl⟩
    have hT0 : 0 ≤ T := by rw [hT]; positivity
    have hcT : c * T = |e| := by rw [hT]; field_simp
    refine ⟨β / 2 - T, ?_⟩
    have hsum : c * T ≤
        ∑ j, S j * w j * sinh (w j * (β / 2 - (β / 2 - T))) / sinh (β * w j / 2) := by
      rw [hc, Finset.sum_mul]
      refine Finset.sum_le_sum fun j _ => ?_
      rw [sub_sub_cancel, show S j * w j * w j / sinh (β * w j / 2) * T
        = S j * w j * (w j * T) / sinh (β * w j / 2) by ring]
      exact div_le_div_of_nonneg_right (mul_le_mul_of_nonneg_left
        (Real.self_le_sinh_iff.2 (mul_nonneg (hw j).le hT0))
        (mul_pos (hS j) (hw j)).le) (hD j).le
    have := neg_abs_le e
    unfold slope
    linarith
  have hcont : Continuous (slope S w β dG) := by
    unfold slope
    exact continuous_const.add (continuous_finsetSum _ fun j _ =>
      (continuous_const.mul (Real.continuous_sinh.comp (by fun_prop))).div_const _)
  -- the reflected reaction supplies a point of nonpositive slope
  obtain ⟨b, hb⟩ := hpos (-dG)
  have hr := slope_reflect S w β (-dG) b
  rw [neg_neg] at hr
  exact mem_range_of_exists_le_of_exists_ge hcont ⟨β - b, by linarith⟩ (hpos dG)
```

Let e be dG or −dG, and set

c = ∑ S_j w_j² / sinh(βw_j/2) > 0, T = |e|/c

Since sinh x ≥ x for x ≥ 0, the slope for reaction energy e at τ = β/2 − T is at least e + cT = e + |e| ≥ 0. This is `hpos`. Used for dG, it gives a point of nonnegative slope. Used for −dG and reflected, it gives a point where the slope for dG is nonpositive. The slope is continuous, so the intermediate value theorem gives a zero.

## Where the stationary point lies

```lean
/-- For at least one mode, with positive Huang–Rhys factors, frequencies and inverse
temperature, the action has exactly one real stationary point `τ₀`. It lies in `(0, β)` iff
`|dG| < λ`, is negative iff `dG < -λ`, and exceeds `β` iff `dG > λ`. -/
theorem stationary_point [Nonempty ι] {S w : ι → ℝ} {β : ℝ} (hS : ∀ j, 0 < S j)
    (hw : ∀ j, 0 < w j) (hβ : 0 < β) (dG : ℝ) :
    ∃ τ₀, (∀ τ, HasDerivAt (action S w β dG) 0 τ ↔ τ = τ₀) ∧
      (τ₀ ∈ Set.Ioo 0 β ↔ |dG| < reorg S w) ∧
      (τ₀ < 0 ↔ dG < -reorg S w) ∧ (β < τ₀ ↔ reorg S w < dG) := by
  obtain ⟨τ₀, h0⟩ := exists_slope_eq_zero hS hw hβ dG
  have hanti := slope_strictAnti hS hw hβ dG
  obtain ⟨e0, eβ⟩ := slope_endpoints S hw hβ dG
  -- the sign of the slope at `t` tells on which side of `t` the stationary point lies
  have right : ∀ t, τ₀ < t ↔ slope S w β dG t < 0 := fun t =>
    ⟨fun h => by have := hanti h; linarith, fun h => by
      by_contra hn
      have := hanti.antitone (not_lt.1 hn)
      linarith⟩
  have left : ∀ t, t < τ₀ ↔ 0 < slope S w β dG t := fun t =>
    ⟨fun h => by have := hanti h; linarith, fun h => by
      by_contra hn
      have := hanti.antitone (not_lt.1 hn)
      linarith⟩
  refine ⟨τ₀, fun τ => ⟨fun h => ?_, fun h => ?_⟩, ?_, ?_, ?_⟩
  · exact hanti.injective (((hasDerivAt_action S w β dG τ).unique h).trans h0.symm)
  · rw [h, ← h0]
    exact hasDerivAt_action S w β dG τ₀
  · rw [Set.mem_Ioo, left, right, e0, eβ, abs_lt]
    constructor <;> rintro ⟨h1, h2⟩ <;> constructor <;> linarith
  · rw [right, e0]
    constructor <;> intro h <;> linarith
  · rw [left, eβ]
    constructor <;> intro h <;> linarith
```

The first clause says that φ has derivative 0 at τ iff τ = τ₀, which is existence and uniqueness together. Uniqueness holds because a strictly decreasing slope takes the value 0 only once.

The facts `right` and `left` locate τ₀ relative to any real value t of the imaginary time (here t isn't the real time of the opening):

τ₀ < t iff φ′(t) < 0
t < τ₀ iff φ′(t) > 0

At t = 0 and t = β, the endpoint values turn these into the stated conditions on dG.

For one mode with S = w = 1 and β = 2, we have λ = 1, and φ′(τ₀) = 0 reads

sinh(1 − τ₀) = −dG sinh 1, with sinh 1 ≈ 1.1752

For dG = −1/2 this gives τ₀ ≈ 1 − 0.558 = 0.442, inside (0, 2). For dG = −2, in the inverted regime, τ₀ ≈ 1 − 1.590 = −0.590.

## Maximum and reverse reaction

```lean
/-- For at least one mode, with positive Huang–Rhys factors, frequencies and inverse
temperature, a stationary point is the strict global maximum of the action on the real axis. -/
theorem action_lt_stationary [Nonempty ι] {S w : ι → ℝ} {β dG τ₀ τ : ℝ} (hS : ∀ j, 0 < S j)
    (hw : ∀ j, 0 < w j) (hβ : 0 < β) (h : HasDerivAt (action S w β dG) 0 τ₀) (hne : τ ≠ τ₀) :
    action S w β dG τ < action S w β dG τ₀ := by
  have h0 := (hasDerivAt_action S w β dG τ₀).unique h
  have hanti := slope_strictAnti hS hw hβ dG
  have hd := hasDerivAt_action S w β dG
  -- mean value theorem on either side of the stationary point
  rcases lt_or_gt_of_ne hne with hlt | hlt
  · obtain ⟨c, hc, he⟩ := exists_hasDerivAt_eq_slope (action S w β dG) (slope S w β dG) hlt
      (fun x _ => (hd x).continuousAt.continuousWithinAt) (fun x _ => hd x)
    have h1 := hanti hc.2
    rw [eq_div_iff (sub_pos.2 hlt).ne'] at he
    have := mul_pos (h0 ▸ h1) (sub_pos.2 hlt)
    linarith
  · obtain ⟨c, hc, he⟩ := exists_hasDerivAt_eq_slope (action S w β dG) (slope S w β dG) hlt
      (fun x _ => (hd x).continuousAt.continuousWithinAt) (fun x _ => hd x)
    have h1 := hanti hc.1
    rw [eq_div_iff (sub_pos.2 hlt).ne'] at he
    have := mul_neg_of_neg_of_pos (h0 ▸ h1) (sub_pos.2 hlt)
    linarith
```

For τ ≠ τ₀, the mean value theorem gives a point c strictly between them with

φ(τ₀) − φ(τ) = φ′(c)(τ₀ − τ)

To the left of τ₀ both factors are positive, and to the right both are negative. So τ₀ is the strict global maximum on the real axis.

```lean
/-- Detailed balance of the action: the backward reaction at `β - τ` has the action of the
forward reaction at `τ` lowered by `β dG`. -/
theorem action_detailed_balance (S w : ι → ℝ) (β dG τ : ℝ) :
    action S w β (-dG) (β - τ) = action S w β dG τ - β * dG := by
  unfold action
  have h : ∀ j, cosh (w j * (β / 2 - (β - τ))) = cosh (w j * (β / 2 - τ)) := fun j => by
    rw [show w j * (β / 2 - (β - τ)) = -(w j * (β / 2 - τ)) by ring, Real.cosh_neg]
  simp only [h]
  ring
```

The cosh terms are even and don't change under τ → β − τ. The linear term becomes −(β − τ)dG = τ dG − β dG. The backward weight exp(−φ) is therefore the forward one times exp(β dG), as detailed balance requires.

```lean
/-- If `τ` is a stationary point of the forward action, then `β - τ` is one of the backward
action. -/
theorem stationary_reverse {S w : ι → ℝ} {β dG τ : ℝ}
    (h : HasDerivAt (action S w β dG) 0 τ) :
    HasDerivAt (action S w β (-dG)) 0 (β - τ) := by
  have h0 := (hasDerivAt_action S w β dG τ).unique h
  exact (hasDerivAt_action S w β (-dG) (β - τ)).congr_deriv (by rw [slope_reflect, h0, neg_zero])

end

end GoldenRuleStationaryPoint
```

The reflected slope is −0 = 0, so forward and backward stationary points are mirror images about β/2. In the example, dG = +2 gives τ₀ ≈ 2 + 0.590 = 2.590.

```lean
#print axioms GoldenRuleStationaryPoint.stationary_point
-- 'GoldenRuleStationaryPoint.stationary_point' depends on axioms: [propext, Classical.choice, Quot.sound]
#print axioms GoldenRuleStationaryPoint.action_lt_stationary
-- 'GoldenRuleStationaryPoint.action_lt_stationary' depends on axioms: [propext, Classical.choice, Quot.sound]
#print axioms GoldenRuleStationaryPoint.action_detailed_balance
-- 'GoldenRuleStationaryPoint.action_detailed_balance' depends on axioms: [propext, Classical.choice, Quot.sound]
#print axioms GoldenRuleStationaryPoint.stationary_reverse
-- 'GoldenRuleStationaryPoint.stationary_reverse' depends on axioms: [propext, Classical.choice, Quot.sound]
```
